# With finitely many phases and additive energies, d + 1 phases reach the lowest energy at any attainable composition in d variables

An alloy held at fixed overall composition can lower its energy by separating into several phases. Given a long list of candidate compounds, each with its own composition and energy, how many of them have to be allowed in the sample at once to reach the lowest energy?

## Composition kept, energy not raised

Let $d$ be the number of independent composition variables, so that a system of $C$ components has $d=C-1$. Candidate phase $i$, from a finite list, has composition $x_i\in\mathbb R^d$ and energy $f_i\in\mathbb R$ per unit amount of material. A mixture is a set of weights $w_i\ge 0$ with $\sum_i w_i=1$, where $w_i$ is the fraction of the material in phase $i$. Its mean composition and mean energy are

$$X(w)=\sum_i w_i x_i,\qquad E(w)=\sum_i w_i f_i .$$

For every mixture $w$ there is a mixture $v$ that uses only phases present in $w$, and at most $d+1$ of them, with

$$X(v)=X(w),\qquad E(v)\le E(w).$$

Consequently the lowest energy at any attainable composition is reached by a mixture of at most $d+1$ phases. For each $d$ there is an example in which fewer do not suffice.

## Convex hulls of computed energies

Plotted against composition, the lowest mixture energies form the lower boundary of the convex hull of the points $(x_i,f_i)$. In electronic-structure work, the stability of a compound is often judged by comparing its total energy with that of competing mixtures, and for a finite candidate list with additive energies the bound says that decompositions into at most $d+1$ phases are enough for this comparison. A code may therefore search over subsets of that size. If it solves a linear program instead, and the solver returns an optimal mixture with more phases, the reduction below prunes it without raising its energy.

The count depends on how compositions are stored. If all $C$ fractions are kept as coordinates, the bound reads $C+1$; leaving out one fraction, which the others determine, gives the better value $C$. Weights, compositions and energies must also refer to the same unit of material, for instance one atom.

## Exchanging material until a phase runs out

Let $P(w)$ be the set of phases with $w_i\ne0$, and suppose it has more than $d+1$ members. The vectors $(x_i,1)$ with $i\in P(w)$ lie in a space of dimension $d+1$, so they are linearly dependent. There are numbers $c_i$, not all zero, with

$$\sum_i c_i x_i=0,\qquad \sum_i c_i=0,$$

where $c_i=0$ for every absent phase. This is an exchange of material among the present phases that conserves composition and total amount. It changes the energy in proportion to $E(c)=\sum_i c_i f_i$. If $E(c)>0$, replace $c$ by $-c$; then $E(c)\le0$.

Some $c_i$ is negative, because nonnegative numbers with sum zero all vanish. Set

$$t=\min_{c_i<0}\frac{w_i}{-c_i},\qquad v_i=w_i+t\,c_i,$$

and let $k$ be an index at which the minimum is attained. Then:

- $v_i\ge0$. For $c_i\ge0$ this is clear, and for $c_i<0$ it follows from $t\le w_i/(-c_i)$.
- $\sum_i v_i=1+t\cdot0=1$.
- $X(v)=X(w)+t\,X(c)=X(w)$.
- $E(v)=E(w)+t\,E(c)\le E(w)$.
- $v_k=0$, although phase $k$ was present, since $c_k\neq0$. Absent phases stay absent.

So $v$ has strictly fewer phases. Repeating the step ends with at most $d+1$.

For the minimum, fix an attainable composition. The mixtures with that composition form a nonempty, closed and bounded set, on which the continuous function $E$ has a minimiser $u$. Reducing $u$ gives a mixture of at most $d+1$ phases with energy no higher than $E(u)$, hence also minimal.

For sharpness, number the coordinates $j=0,\dots,d-1$. Let phase $0$ sit at the origin and phase $j+1$ at the unit vector along coordinate $j$. Then $X(v)_j=v_{j+1}$, and $v_0=1-\sum_j v_{j+1}$, so the composition determines the mixture. The mixture with all weights $1/(d+1)$ has $d+1$ phases, and no other mixture of these corners has its composition.

In the smallest case, $d=0$, there is no composition to conserve, and the bound says that some single phase present has energy no higher than the average. For $d=1$ it gives at most two phases. If the mixture has the lowest energy at its composition and two phases of different composition remain, they are the ends of a tie line.

## The Lean file

```lean
import Mathlib

open Finset

namespace PhaseNumberBound

noncomputable section

variable {ι : Type*} [Fintype ι] {d : ℕ}

/-- The weights of a mixture are nonnegative and add up to one. -/
def IsMixture (w : ι → ℝ) : Prop := (∀ i, 0 ≤ w i) ∧ ∑ i, w i = 1

/-- The mean composition: the weighted sum of the compositions `x i`. -/
def composition (x : ι → Fin d → ℝ) (w : ι → ℝ) : Fin d → ℝ := ∑ i, w i • x i

/-- The mean energy: the weighted sum of the energies `f i`. -/
def energy (f : ι → ℝ) (w : ι → ℝ) : ℝ := ∑ i, w i * f i

/-- The phases present: the indices of nonzero weight. -/
def phases (w : ι → ℝ) : Finset ι := univ.filter (fun i => w i ≠ 0)

/-- If more than `d + 1` phases are present, some nonzero exchange of material among them
conserves total amount and composition and does not raise the energy. -/
theorem exists_exchange (x : ι → Fin d → ℝ) (f w : ι → ℝ)
    (h : d + 1 < (phases w).card) :
    ∃ c : ι → ℝ, (∀ i, w i = 0 → c i = 0) ∧ (∃ i, c i ≠ 0) ∧ ∑ i, c i = 0 ∧
      composition x c = 0 ∧ energy f c ≤ 0 := by
  classical
  -- the vectors (x i, 1) live in dimension d + 1, so they are dependent
  have hdep : ¬ LinearIndependent ℝ
      (fun i : {i // i ∈ phases w} => ((x i, 1) : (Fin d → ℝ) × ℝ)) := by
    intro hli
    have hc := hli.fintype_card_le_finrank
    simp only [Fintype.card_coe, Module.finrank_prod, Module.finrank_fin_fun,
      Module.finrank_self] at hc
    omega
  obtain ⟨g, hg, j, hj⟩ := Fintype.not_linearIndependent_iff.mp hdep
  have key : ∃ c : ι → ℝ, (∀ i, i ∉ phases w → c i = 0) ∧ (∃ i, c i ≠ 0) ∧
      ∑ i, c i • ((x i, 1) : (Fin d → ℝ) × ℝ) = 0 := by
    refine ⟨fun i => if hi : i ∈ phases w then g ⟨i, hi⟩ else 0, ?_, ⟨j, ?_⟩, ?_⟩
    · intro i hi
      simp [hi]
    · simpa using hj
    · rw [← Finset.sum_subset (Finset.subset_univ (phases w))
        (by intro i _ hi; simp [hi]), ← Finset.sum_coe_sort, ← hg]
      exact Finset.sum_congr rfl (fun i _ => by simp)
  obtain ⟨c, hc0, ⟨k, hk⟩, hc⟩ := key
  have hx : ∑ i, c i • x i = 0 := by
    simpa [Prod.fst_sum] using congrArg Prod.fst hc
  have h1 : ∑ i, c i = 0 := by
    simpa [Prod.snd_sum] using congrArg Prod.snd hc
  have hz : ∀ i, w i = 0 → c i = 0 := fun i hi => hc0 i (by simp [phases, hi])
  -- choose the direction in which the energy does not rise
  rcases le_total (energy f c) 0 with he | he
  · exact ⟨c, hz, ⟨k, hk⟩, h1, hx, he⟩
  · refine ⟨fun i => -c i, fun i hi => by simp [hz i hi], ⟨k, neg_ne_zero.mpr hk⟩, ?_, ?_, ?_⟩
    · rw [Finset.sum_neg_distrib, h1, neg_zero]
    · simp only [composition, neg_smul, Finset.sum_neg_distrib, hx, neg_zero]
    · simp only [energy, neg_mul, Finset.sum_neg_distrib] at he ⊢
      linarith

/-- A mixture of more than `d + 1` phases can lose at least one phase, gaining none, at
unchanged composition and without a rise in energy. -/
theorem remove_phase (x : ι → Fin d → ℝ) (f w : ι → ℝ) (hw : IsMixture w)
    (h : d + 1 < (phases w).card) :
    ∃ v, IsMixture v ∧ phases v ⊂ phases w ∧ composition x v = composition x w ∧
      energy f v ≤ energy f w := by
  obtain ⟨c, hz, ⟨j, hj⟩, h1, hx, he⟩ := exists_exchange x f w h
  have hneg : ∃ i, c i < 0 := by
    by_contra hn
    have hp : ∀ i, 0 ≤ c i := fun i => le_of_not_gt (fun hi => hn ⟨i, hi⟩)
    exact hj ((Finset.sum_eq_zero_iff_of_nonneg (fun i _ => hp i)).mp h1 j (mem_univ j))
  obtain ⟨m, hm⟩ := hneg
  -- k is the phase that is used up first
  obtain ⟨k, hk, hmin⟩ := (univ.filter (fun i => c i < 0)).exists_min_image
    (fun i => w i / (-c i)) ⟨m, by simp [hm]⟩
  have hck : c k < 0 := (Finset.mem_filter.mp hk).2
  obtain ⟨t, ht⟩ : ∃ t, t = w k / (-c k) := ⟨_, rfl⟩
  have ht0 : 0 ≤ t := by
    rw [ht]
    exact div_nonneg (hw.1 k) (by linarith)
  have htk : t * (-c k) = w k := by
    rw [ht]
    exact div_mul_cancel₀ _ (by linarith)
  have hcomp : composition x (fun i => w i + t * c i)
      = composition x w + t • composition x c := by
    simp only [composition, add_smul, mul_smul, Finset.sum_add_distrib, Finset.smul_sum]
  have hen : energy f (fun i => w i + t * c i) = energy f w + t * energy f c := by
    simp only [energy, add_mul, mul_assoc, Finset.sum_add_distrib, Finset.mul_sum]
  refine ⟨fun i => w i + t * c i, ⟨fun i => ?_, ?_⟩, ?_, ?_, ?_⟩
  · show 0 ≤ w i + t * c i
    rcases lt_or_ge (c i) 0 with hi | hi
    · have hle : t ≤ w i / (-c i) := by
        rw [ht]
        exact hmin i (by simp [hi])
      have := (le_div_iff₀ (by linarith : 0 < -c i)).mp hle
      linarith
    · exact add_nonneg (hw.1 i) (mul_nonneg ht0 hi)
  · rw [Finset.sum_add_distrib, ← Finset.mul_sum, h1, hw.2, mul_zero, add_zero]
  · have hsub : phases (fun i => w i + t * c i) ⊆ phases w := by
      intro i hi
      simp only [phases, Finset.mem_filter, Finset.mem_univ, true_and] at hi ⊢
      intro h0
      exact hi (by rw [h0, hz i h0]; ring)
    refine (Finset.ssubset_iff_of_subset hsub).mpr ⟨k, ?_, ?_⟩
    · simp only [phases, Finset.mem_filter, Finset.mem_univ, true_and]
      exact fun h0 => hck.ne (hz k h0)
    · simp only [phases, Finset.mem_filter, Finset.mem_univ, true_and, not_not]
      linarith
  · rw [hcomp, hx, smul_zero, add_zero]
  · rw [hen]
    have := mul_nonpos_of_nonneg_of_nonpos ht0 he
    linarith

/-- **Phase-number bound.** Every mixture can be replaced by a mixture of at most `d + 1` of
its own phases, with the same mean composition in `ℝ^d` and no higher mean energy. -/
theorem phase_number_bound (x : ι → Fin d → ℝ) (f w : ι → ℝ) (hw : IsMixture w) :
    ∃ v, IsMixture v ∧ phases v ⊆ phases w ∧ (phases v).card ≤ d + 1 ∧
      composition x v = composition x w ∧ energy f v ≤ energy f w := by
  induction hn : (phases w).card using Nat.strong_induction_on generalizing w with
  | _ n ih =>
    by_cases h : (phases w).card ≤ d + 1
    · exact ⟨w, hw, Finset.Subset.refl _, h, rfl, le_refl _⟩
    · obtain ⟨u, hu, hsub, hxu, heu⟩ := remove_phase x f w hw (not_le.mp h)
      obtain ⟨v, hv, hvs, hcard, hxv, hev⟩ :=
        ih (phases u).card (hn ▸ Finset.card_lt_card hsub) u hu rfl
      exact ⟨v, hv, hvs.trans hsub.subset, hcard, hxv.trans hxu, hev.trans heu⟩

/-- At the composition of any given mixture, the lowest mean energy among all mixtures of that
composition is attained by one with at most `d + 1` phases. -/
theorem exists_equilibrium (x : ι → Fin d → ℝ) (f w : ι → ℝ) (hw : IsMixture w) :
    ∃ v, IsMixture v ∧ (phases v).card ≤ d + 1 ∧ composition x v = composition x w ∧
      ∀ u, IsMixture u → composition x u = composition x w → energy f v ≤ energy f u := by
  -- the mixtures of given composition form a compact set
  let K : Set (ι → ℝ) := Set.Icc 0 1 ∩
    ({u | ∑ i, u i = 1} ∩ {u | composition x u = composition x w})
  have hK : IsCompact K := by
    refine isCompact_Icc.inter_right (IsClosed.inter ?_ ?_)
    · exact isClosed_eq (by fun_prop) continuous_const
    · exact isClosed_eq (by unfold composition; fun_prop) continuous_const
  have hmem : ∀ u, IsMixture u → composition x u = composition x w → u ∈ K := by
    intro u hu hxu
    refine ⟨⟨fun i => hu.1 i, fun i => ?_⟩, hu.2, hxu⟩
    have := Finset.single_le_sum (fun j _ => hu.1 j) (mem_univ i)
    rw [hu.2] at this
    exact this
  have hcont : Continuous (energy f) := by
    unfold energy
    fun_prop
  obtain ⟨u, huK, hmin⟩ := hK.exists_isMinOn ⟨w, hmem w hw rfl⟩ hcont.continuousOn
  obtain ⟨v, hv, _, hcard, hxv, hev⟩ :=
    phase_number_bound x f u ⟨fun i => huK.1.1 i, huK.2.1⟩
  exact ⟨v, hv, hcard, hxv.trans huK.2.2,
    fun z hz hxz => hev.trans (hmin (hmem z hz hxz))⟩

/-- The corners of the standard simplex in `ℝ^d`: the origin and the `d` unit vectors. -/
def corner (d : ℕ) : Fin (d + 1) → Fin d → ℝ :=
  Fin.cons 0 (fun j => Pi.single j 1)

/-- Two mixtures of the simplex corners with the same composition are equal. -/
theorem corner_mixture_unique (u v : Fin (d + 1) → ℝ) (hu : IsMixture u) (hv : IsMixture v)
    (h : composition (corner d) u = composition (corner d) v) : u = v := by
  -- the j-th composition variable is the weight of the j-th unit vector
  have hcoord : ∀ (z : Fin (d + 1) → ℝ) (j : Fin d),
      composition (corner d) z j = z j.succ := by
    intro z j
    simp [composition, corner, Fin.sum_univ_succ, Finset.sum_apply, Pi.single_apply]
  have hs : ∀ j : Fin d, u j.succ = v j.succ := fun j => by
    rw [← hcoord u j, ← hcoord v j, h]
  have h0 : u 0 = v 0 := by
    have h1 := hu.2.trans hv.2.symm
    rw [Fin.sum_univ_succ, Fin.sum_univ_succ, Finset.sum_congr rfl (fun j _ => hs j)] at h1
    linarith
  funext i
  exact Fin.cases h0 hs i

/-- The bound is sharp in every dimension: the equal-weight family on the simplex corners is a
mixture, and every mixture of these corners with its composition has exactly `d + 1` phases. -/
theorem phase_number_sharp (d : ℕ) :
    IsMixture (fun _ : Fin (d + 1) => ((d : ℝ) + 1)⁻¹) ∧
    ∀ v, IsMixture v →
      composition (corner d) v = composition (corner d) (fun _ => ((d : ℝ) + 1)⁻¹) →
      (phases v).card = d + 1 := by
  have hpos : (0 : ℝ) < (d : ℝ) + 1 := by positivity
  have hmix : IsMixture (fun _ : Fin (d + 1) => ((d : ℝ) + 1)⁻¹) := by
    refine ⟨fun _ => (inv_pos.mpr hpos).le, ?_⟩
    rw [Finset.sum_const, Finset.card_univ, Fintype.card_fin, nsmul_eq_mul]
    push_cast
    exact mul_inv_cancel₀ hpos.ne'
  refine ⟨hmix, fun v hv h => ?_⟩
  rw [corner_mixture_unique v _ hv hmix h]
  have hall : phases (fun _ : Fin (d + 1) => ((d : ℝ) + 1)⁻¹) = univ :=
    Finset.filter_true_of_mem (fun _ _ => (inv_pos.mpr hpos).ne')
  rw [hall, Finset.card_univ, Fintype.card_fin]

end

end PhaseNumberBound
```

```lean
#print axioms PhaseNumberBound.exists_equilibrium
#print axioms PhaseNumberBound.phase_number_sharp
```

```
'PhaseNumberBound.exists_equilibrium' depends on axioms: [propext, Classical.choice, Quot.sound]
'PhaseNumberBound.phase_number_sharp' depends on axioms: [propext, Classical.choice, Quot.sound]
```

## Candidate lists, additive energies and ties

**The statements in words.** The finite type `ι` labels the candidates, `x i` is a point of $\mathbb R^d$, written `Fin d → ℝ`, and `f i` is any real number. `IsMixture w` says that the weights are nonnegative and sum to one. `composition` and `energy` are the weighted sums $X$ and $E$, defined for arbitrary real weights so that they apply to an exchange $c$ as well. `phases w` is $P(w)$. It counts labels, so one phase entered twice in the list counts as two.

`phase_number_bound` is the reduction to at most $d+1$ of the phases present. In `exists_equilibrium` the given `w` only fixes an attainable composition, and the minimising mixture may use phases absent from `w`. "Equilibrium" there means lowest energy among mixtures of the listed candidates; a phase missing from the list could lie lower. `phase_number_sharp` states that the equal-weight family is a mixture and that every mixture of the corners with its composition has exactly $d+1$ phases.

**The proof.** `exists_exchange` finds $c$. A linearly independent family cannot outnumber the dimension, which `omega` turns into a contradiction; the coefficients are then extended by zero to absent phases, and `le_total` splits on the sign of the energy change. `remove_phase` obtains $k$ from `exists_min_image` and checks the five properties of $v$ listed above. `phase_number_bound` repeats the removal by strong induction on the number of phases. `exists_equilibrium` builds the compact set `K` of mixtures at the given composition, takes a minimiser and reduces it. `corner_mixture_unique` reads the weights off the coordinates through `hcoord` and recovers the weight of the origin from the total; `phase_number_sharp` applies this to equal weights.

**Nonnegative weights.** If weights are only required to sum to one, the conclusion can fail. Take $d=1$, $x_0=0$, $x_1=1$ and $w=(-1,2)$. Then $X(w)=2$, while every true mixture of these two phases has composition between 0 and 1. A code that passes in slightly negative weights from a solver should clean them first.

**From the model to a sample.** The definition of `energy` assumes additivity: the energy of the sample is taken to be the sum of bulk contributions, without interfaces or elastic strain between phases. At fixed temperature and pressure, $f_i$ would be a Gibbs energy per unit amount; for ground states at zero pressure it is a total energy.

**Ties.** The bound says that $d+1$ phases suffice, not that more can never coexist. With $d=0$ and two phases of equal energy, every mixture of the two is minimal. The Gibbs phase rule answers a different question: it counts the degrees of freedom left to coexisting phases.

**Floating point.** The theorems concern real numbers, where a weight either is zero or is not. An implementation has to choose a tolerance for calling a phase absent, and should set $v_k$ to zero explicitly after each exchange.
